# A level with initial occupation $x_0\in(0,\tfrac12)$ empties under McWeeny purification like $L^{2^n}/3$

## Which number is being squared?

Let $x_n$ be the occupation of one eigenstate of a density matrix after $n$ McWeeny steps, scaled so that a full level has occupation 1. Then $x_{n+1}=3x_n^2-2x_n^3$. A level that starts with $0<x_0<\tfrac12$ is treated as virtual and should end at 0.

For small $x$ the map is nearly $3x^2$, which suggests $3x_n\approx(3x_0)^{2^n}$. But for $x_0=0.4$ the base is $1.2$, and the estimate grows while the level empties. What is the correct base, and does the factor 3 survive?

## The base lies between $2x_0$ and $3x_0$, and below 1

There is a number $L$, depending on $x_0$, with
$$x_n^{1/2^n}\to L,\qquad 2x_0<L<3x_0,\qquad L<1,\qquad \frac{x_n}{L^{2^n}}\to\frac13 .$$
The factor 3 survives as the prefactor $1/3$. The estimate above takes the upper bound $3x_0$ for the base itself.

**The level empties.** Write $x_{n+1}=x_n^2(3-2x_n)$. For $0<x<\tfrac12$ the new value $x'=x^2(3-2x)$ is positive, and
$$\tfrac12-x'=(\tfrac12-x)(1+2x-2x^2)>0,\qquad x-x'=x(1-x)(1-2x)>0 .$$
So the occupation stays in $(0,\tfrac12)$ and decreases. Put $r=x_0(3-2x_0)$. Then $1-r=(1-x_0)(1-2x_0)>0$. Since $x(3-2x)$ increases on this interval, $x_{n+1}\le r\,x_n$, hence $x_n\le r^n x_0\to0$.

**Two envelopes.** Let $u_n=3x_n$ and $l_n=x_n(3-2x_n)$, so $l_n\le u_n$. Then
$$u_{n+1}=3x_n^2(3-2x_n)\le u_n^2,\qquad l_n^2=x_{n+1}(3-2x_n)\le x_{n+1}(3-2x_{n+1})=l_{n+1}.$$
Taking $2^{n+1}$-th roots shows that $u_n^{1/2^n}$ decreases and $l_n^{1/2^n}$ increases. The first sequence is bounded below by 0, so it has a limit $L$. Because $3^{1/2^n}\to1$, $x_n^{1/2^n}$ has the same limit. The increasing roots stay below the decreasing ones, so for every $n$
$$x_n(3-2x_n)\le L^{2^n}\le 3x_n .$$

**Bounds and prefactor.**
- At $n=0$, $L\ge x_0(3-2x_0)>2x_0$.
- At $n=1$, $L^2\le 3x_1=9x_0^2-6x_0^3<(3x_0)^2$.
- Once $3x_N<1$, $L^{2^N}<1$, so $L<1$.
- Dividing the envelopes gives $\tfrac13\le x_n/L^{2^n}\le 1/(3-2x_n)\to\tfrac13$.

For $x_0=0.4$ this gives $0.88\le L<1$.

**Occupied levels.** The map commutes with $x\mapsto1-x$, so for $\tfrac12<x_0<1$ the hole $1-x_n$ obeys the same law, with $1-x_0$ in place of $x_0$.

## What the Lean theorems state

`mcweeny` is the polynomial on real numbers, and `occ x₀ n` is $x_n$. The hypotheses `h0` and `h1` place the starting occupation in the open interval. `Tendsto … atTop (𝓝 L)` means convergence to $L$ as $n\to\infty$. The exponent `(1 : ℝ) / 2 ^ n` is a real power, while `L ^ (2 ^ n)` is an ordinary integer power. The "rate" in the theorem names is the base $L$, not a decay constant per step.

`virtual_level_rate` states the four properties displayed above, and `occupied_level_rate` states them for the hole. No closed formula for $L$ is given.

In linear-scaling electronic structure this describes how fast McWeeny purification cleans up a single eigenvalue, provided the matrix iteration acts on each eigenvalue separately. That step from matrix to scalar is left to the reader; it is in general no longer exact once matrix elements are truncated between steps.

```lean
import Mathlib

open Filter Topology

namespace McWeenyEmptyingRate

/-- The McWeeny purification polynomial acting on a single occupation number. -/
def mcweeny (x : ℝ) : ℝ := 3 * x ^ 2 - 2 * x ^ 3

/-- The occupation of a level after `n` purification steps, starting from `x₀`. -/
def occ (x₀ : ℝ) : ℕ → ℝ
  | 0 => x₀
  | n + 1 => mcweeny (occ x₀ n)

/-- One purification step squares the occupation and multiplies it by `3 - 2x`. -/
theorem occ_succ (x₀ : ℝ) (n : ℕ) :
    occ x₀ (n + 1) = occ x₀ n ^ 2 * (3 - 2 * occ x₀ n) := by
  show mcweeny (occ x₀ n) = _
  unfold mcweeny
  ring

/-- A level that starts strictly between 0 and 1/2 stays strictly between 0 and 1/2. -/
theorem occ_mem {x₀ : ℝ} (h0 : 0 < x₀) (h1 : x₀ < 1 / 2) (n : ℕ) :
    0 < occ x₀ n ∧ occ x₀ n < 1 / 2 := by
  induction n with
  | zero => exact ⟨h0, h1⟩
  | succ n ih =>
    obtain ⟨a, b⟩ := ih
    rw [occ_succ]
    refine ⟨mul_pos (pow_pos a 2) (by linarith), ?_⟩
    have c : 0 < 1 + 2 * occ x₀ n - 2 * occ x₀ n ^ 2 := by
      nlinarith [mul_pos a (show 0 < 1 - occ x₀ n by linarith)]
    nlinarith [mul_pos (sub_pos.2 b) c]

/-- The occupation of a level that starts strictly between 0 and 1/2 never increases. -/
theorem occ_antitone {x₀ : ℝ} (h0 : 0 < x₀) (h1 : x₀ < 1 / 2) : Antitone (occ x₀) :=
  antitone_nat_of_succ_le fun n => by
    obtain ⟨a, b⟩ := occ_mem h0 h1 n
    rw [occ_succ]
    nlinarith [mul_pos (mul_pos a (show 0 < 1 - occ x₀ n by linarith))
      (show 0 < 1 - 2 * occ x₀ n by linarith)]

/-- For `0 < x₀ < 1/2` the occupation after `n` steps is at most the `n`-th term (counting from 0)
of the geometric sequence that starts at `x₀` with ratio `x₀ (3 - 2 x₀)`. -/
theorem occ_le_geometric {x₀ : ℝ} (h0 : 0 < x₀) (h1 : x₀ < 1 / 2) (n : ℕ) :
    occ x₀ n ≤ (x₀ * (3 - 2 * x₀)) ^ n * x₀ := by
  obtain ⟨r, hr⟩ : ∃ r, r = x₀ * (3 - 2 * x₀) := ⟨_, rfl⟩
  rw [← hr]
  have hr0 : 0 ≤ r := by
    rw [hr]
    exact mul_nonneg h0.le (by linarith)
  induction n with
  | zero => simp [occ]
  | succ n ih =>
    obtain ⟨a, b⟩ := occ_mem h0 h1 n
    have hle : occ x₀ n ≤ x₀ := occ_antitone h0 h1 (Nat.zero_le n)
    have k : occ x₀ n * (3 - 2 * occ x₀ n) ≤ r := by
      rw [hr]
      nlinarith [mul_nonneg (sub_nonneg.2 hle)
        (show 0 ≤ 3 - 2 * (x₀ + occ x₀ n) by linarith)]
    calc occ x₀ (n + 1) = (occ x₀ n * (3 - 2 * occ x₀ n)) * occ x₀ n := by
          rw [occ_succ]; ring
      _ ≤ r * (r ^ n * x₀) := mul_le_mul k ih a.le hr0
      _ = r ^ (n + 1) * x₀ := by ring

/-- For `0 < x₀ < 1/2` the `2^n`-th roots of the occupations converge to a number `L`, and
at every step `L^(2^n)` lies between `x_n (3 - 2 x_n)` and `3 x_n`. -/
theorem exists_rate {x₀ : ℝ} (h0 : 0 < x₀) (h1 : x₀ < 1 / 2) :
    ∃ L : ℝ, Tendsto (fun n : ℕ => occ x₀ n ^ ((1 : ℝ) / 2 ^ n)) atTop (𝓝 L) ∧
      ∀ n, occ x₀ n * (3 - 2 * occ x₀ n) ≤ L ^ (2 ^ n) ∧ L ^ (2 ^ n) ≤ 3 * occ x₀ n := by
  have hx : ∀ n, 0 < occ x₀ n := fun n => (occ_mem h0 h1 n).1
  have h3x : ∀ n, 0 ≤ 3 * occ x₀ n := fun n => by linarith [hx n]
  have hc : ∀ n, 0 < occ x₀ n * (3 - 2 * occ x₀ n) := fun n =>
    mul_pos (hx n) (by linarith [(occ_mem h0 h1 n).2])
  have root_sq : ∀ (a : ℝ) (n : ℕ), 0 ≤ a →
      (a ^ 2) ^ ((1 : ℝ) / 2 ^ (n + 1)) = a ^ ((1 : ℝ) / 2 ^ n) := by
    intro a n ha
    have e : ((2 : ℕ) : ℝ) * (1 / 2 ^ (n + 1)) = 1 / 2 ^ n := by
      push_cast
      rw [pow_succ]
      field_simp
    rw [← Real.rpow_natCast a 2, ← Real.rpow_mul ha, e]
  have root_pow : ∀ (a : ℝ) (n : ℕ), 0 ≤ a → (a ^ ((1 : ℝ) / 2 ^ n)) ^ (2 ^ n) = a := by
    intro a n ha
    have e : (1 : ℝ) / 2 ^ n * ((2 ^ n : ℕ) : ℝ) = 1 := by
      push_cast
      field_simp
    rw [← Real.rpow_natCast (a ^ ((1 : ℝ) / 2 ^ n)) (2 ^ n), ← Real.rpow_mul ha, e,
      Real.rpow_one]
  -- upper envelope: 3x' ≤ (3x)², so the roots of 3x decrease
  have anti : Antitone (fun n : ℕ => (3 * occ x₀ n) ^ ((1 : ℝ) / 2 ^ n)) := by
    refine antitone_nat_of_succ_le fun n => ?_
    have key : 3 * occ x₀ (n + 1) ≤ (3 * occ x₀ n) ^ 2 := by
      rw [occ_succ]
      nlinarith [pow_pos (hx n) 3]
    exact (Real.rpow_le_rpow (h3x (n + 1)) key (by positivity)).trans_eq
      (root_sq _ n (h3x n))
  -- lower envelope: (x(3-2x))² ≤ x'(3-2x'), so these roots increase
  have mono : Monotone
      (fun n : ℕ => (occ x₀ n * (3 - 2 * occ x₀ n)) ^ ((1 : ℝ) / 2 ^ n)) := by
    refine monotone_nat_of_le_succ fun n => ?_
    have hle : occ x₀ (n + 1) ≤ occ x₀ n := occ_antitone h0 h1 (Nat.le_succ n)
    have key : (occ x₀ n * (3 - 2 * occ x₀ n)) ^ 2 ≤
        occ x₀ (n + 1) * (3 - 2 * occ x₀ (n + 1)) := by
      calc (occ x₀ n * (3 - 2 * occ x₀ n)) ^ 2
          = occ x₀ (n + 1) * (3 - 2 * occ x₀ n) := by rw [occ_succ]; ring
        _ ≤ _ := mul_le_mul_of_nonneg_left (by linarith) (hx (n + 1)).le
    exact (root_sq _ n (hc n).le).symm.trans_le
      (Real.rpow_le_rpow (sq_nonneg _) key (by positivity))
  obtain ⟨L, hL⟩ : ∃ L, Tendsto (fun n : ℕ => (3 * occ x₀ n) ^ ((1 : ℝ) / 2 ^ n))
      atTop (𝓝 L) :=
    ⟨_, tendsto_atTop_ciInf anti ⟨0, by
      rintro _ ⟨n, rfl⟩
      exact Real.rpow_nonneg (h3x n) _⟩⟩
  refine ⟨L, ?_, fun n => ?_⟩
  · -- the factor 3 is invisible to the root in the limit
    have he : Tendsto (fun n : ℕ => (1 : ℝ) / 2 ^ n) atTop (𝓝 0) := by
      have h := tendsto_pow_atTop_nhds_zero_of_lt_one (r := (1 / 2 : ℝ))
        (by norm_num) (by norm_num)
      simpa only [one_div, inv_pow] using h
    have hcont : ContinuousAt (fun t : ℝ => (3 : ℝ) ^ t) 0 :=
      Real.continuousAt_const_rpow (by norm_num)
    have h3 : Tendsto (fun n : ℕ => (3 : ℝ) ^ ((1 : ℝ) / 2 ^ n)) atTop (𝓝 1) := by
      simpa only [Function.comp_def, Real.rpow_zero] using hcont.tendsto.comp he
    have hd := hL.div h3 one_ne_zero
    rw [div_one] at hd
    refine hd.congr fun n => ?_
    show (3 * occ x₀ n) ^ ((1 : ℝ) / 2 ^ n) / (3 : ℝ) ^ ((1 : ℝ) / 2 ^ n) = _
    rw [Real.mul_rpow (by norm_num) (hx n).le]
    exact mul_div_cancel_left₀ _ (Real.rpow_pos_of_pos (by norm_num) _).ne'
  · have hu : L ≤ (3 * occ x₀ n) ^ ((1 : ℝ) / 2 ^ n) := anti.le_of_tendsto hL n
    have hl : (occ x₀ n * (3 - 2 * occ x₀ n)) ^ ((1 : ℝ) / 2 ^ n) ≤ L := by
      refine ge_of_tendsto hL (eventually_atTop.2 ⟨n, fun m hm => (mono hm).trans ?_⟩)
      exact Real.rpow_le_rpow (hc m).le (by nlinarith [sq_nonneg (occ x₀ m)])
        (by positivity)
    have hl0 := Real.rpow_nonneg (hc n).le ((1 : ℝ) / 2 ^ n)
    have p := pow_le_pow_left₀ hl0 hl (2 ^ n)
    have q := pow_le_pow_left₀ (hl0.trans hl) hu (2 ^ n)
    rw [root_pow _ n (hc n).le] at p
    rw [root_pow _ n (h3x n)] at q
    exact ⟨p, q⟩

/-- For `0 < x₀ < 1/2` the roots `x_n^(1/2^n)` converge to a number `L < 1` with
`2 x₀ < L < 3 x₀`, and the ratio of `x_n` to `L^(2^n)` tends to `1/3`. -/
theorem virtual_level_rate {x₀ : ℝ} (h0 : 0 < x₀) (h1 : x₀ < 1 / 2) :
    ∃ L : ℝ, Tendsto (fun n : ℕ => occ x₀ n ^ ((1 : ℝ) / 2 ^ n)) atTop (𝓝 L) ∧
      2 * x₀ < L ∧ L < 3 * x₀ ∧ L < 1 ∧
      Tendsto (fun n : ℕ => occ x₀ n / L ^ (2 ^ n)) atTop (𝓝 (1 / 3)) := by
  obtain ⟨L, hL, hb⟩ := exists_rate h0 h1
  have s0 : x₀ * (3 - 2 * x₀) ≤ L := by
    have h := (hb 0).1
    rw [pow_zero, pow_one] at h
    exact h
  have s1 : L ^ 2 ≤ 3 * (x₀ ^ 2 * (3 - 2 * x₀)) := by
    have h := (hb 1).2
    rw [pow_one, show occ x₀ 1 = x₀ ^ 2 * (3 - 2 * x₀) from occ_succ x₀ 0] at h
    exact h
  have hlow : 2 * x₀ < L := by nlinarith [mul_pos h0 (show 0 < 1 - 2 * x₀ by linarith)]
  have hr0 : 0 ≤ x₀ * (3 - 2 * x₀) := mul_nonneg h0.le (by linarith)
  have hr1 : x₀ * (3 - 2 * x₀) < 1 := by
    nlinarith [mul_pos (show 0 < 1 - x₀ by linarith) (show 0 < 1 - 2 * x₀ by linarith)]
  refine ⟨L, hL, hlow, ?_, ?_, ?_⟩
  · by_contra h
    have h' : 3 * x₀ ≤ L := not_lt.1 h
    nlinarith [pow_le_pow_left₀ (show 0 ≤ 3 * x₀ by linarith) h' 2, pow_pos h0 3]
  · -- once 3 x_N < 1, the upper envelope forces L < 1
    obtain ⟨N, hN⟩ := exists_pow_lt_of_lt_one (show (0 : ℝ) < 1 / 3 by norm_num) hr1
    have hg := occ_le_geometric h0 h1 N
    have hm := mul_lt_mul_of_pos_right hN h0
    by_contra h
    have h' : 1 ≤ L ^ (2 ^ N) := one_le_pow₀ (not_lt.1 h)
    linarith [(hb N).2]
  · have hz : Tendsto (occ x₀) atTop (𝓝 0) := by
      refine squeeze_zero (fun n => (occ_mem h0 h1 n).1.le) (occ_le_geometric h0 h1) ?_
      simpa only [zero_mul] using
        (tendsto_pow_atTop_nhds_zero_of_lt_one hr0 hr1).mul_const x₀
    have hu : Tendsto (fun n => 1 / (3 - 2 * occ x₀ n)) atTop (𝓝 (1 / 3)) := by
      have h := ((hz.const_mul (2 : ℝ)).const_sub (3 : ℝ)).inv₀ (by norm_num)
      simpa only [one_div, mul_zero, sub_zero] using h
    -- squeeze between the two envelopes
    have hP : ∀ n : ℕ, 0 < L ^ (2 ^ n) := fun n => pow_pos (by linarith) _
    refine tendsto_of_tendsto_of_tendsto_of_le_of_le tendsto_const_nhds hu
      (fun n => ?_) (fun n => ?_)
    · show 1 / 3 ≤ occ x₀ n / L ^ (2 ^ n)
      rw [div_le_div_iff₀ (by norm_num) (hP n)]
      linarith [(hb n).2]
    · show occ x₀ n / L ^ (2 ^ n) ≤ 1 / (3 - 2 * occ x₀ n)
      rw [div_le_div_iff₀ (hP n) (by linarith [(occ_mem h0 h1 n).2])]
      linarith [(hb n).1]

/-- Particle-hole symmetry: purifying `1 - x₀` gives one minus the purified `x₀`
at every step. -/
theorem occ_one_sub (x₀ : ℝ) (n : ℕ) : occ (1 - x₀) n = 1 - occ x₀ n := by
  induction n with
  | zero => rfl
  | succ n ih =>
    rw [occ_succ, occ_succ, ih]
    ring

/-- For `1/2 < x₀ < 1` the roots `(1 - x_n)^(1/2^n)` of the hole occupation converge to a
number `L < 1` with `2 (1 - x₀) < L < 3 (1 - x₀)`, and the ratio of `1 - x_n` to `L^(2^n)`
tends to `1/3`. -/
theorem occupied_level_rate {x₀ : ℝ} (h0 : 1 / 2 < x₀) (h1 : x₀ < 1) :
    ∃ L : ℝ, Tendsto (fun n : ℕ => (1 - occ x₀ n) ^ ((1 : ℝ) / 2 ^ n)) atTop (𝓝 L) ∧
      2 * (1 - x₀) < L ∧ L < 3 * (1 - x₀) ∧ L < 1 ∧
      Tendsto (fun n : ℕ => (1 - occ x₀ n) / L ^ (2 ^ n)) atTop (𝓝 (1 / 3)) := by
  have h := virtual_level_rate (x₀ := 1 - x₀) (by linarith) (by linarith)
  simp only [occ_one_sub] at h
  exact h

end McWeenyEmptyingRate
```

```lean
#print axioms McWeenyEmptyingRate.occupied_level_rate
-- 'McWeenyEmptyingRate.occupied_level_rate' depends on axioms: [propext, Classical.choice, Quot.sound]
```

## From the algebra to the Lean proof

`occ_succ` supplies the factored map. `occ_mem`, `occ_antitone` and `occ_le_geometric` give the bounds behind the emptying; the limit 0 itself is taken inside `virtual_level_rate`. In the first two, `nlinarith` receives the positive factors found above. In the third it receives the two nonnegative factors of $r-x_n(3-2x_n)=(x_0-x_n)(3-2(x_0+x_n))$.

In `exists_rate`, `key` is the envelope inequality, once inside `anti` and once inside `mono`. `root_sq` turns it into monotonicity of the roots, `tendsto_atTop_ciInf` produces $L$, and `root_pow` converts bounds on roots back into bounds on $L^{2^n}$.

`virtual_level_rate` uses these bounds at steps 0, 1 and a late `N`, then squeezes the ratio. `occ_one_sub` proves the particle-hole symmetry by induction, and `occupied_level_rate` substitutes $1-x_0$.

## Starting exactly at one half

The condition $x_0<\tfrac12$ can't be relaxed to $x_0\le\tfrac12$. At $x_0=\tfrac12$ the map stands still: $x_n=\tfrac12$ for all $n$, the roots tend to $L=1=2x_0$, and the ratio stays at $\tfrac12$. Both $2x_0<L$ and $L<1$ fail, as does the prefactor $\tfrac13$.
